# Transfer hardness is a metric when a symmetric charge response has nonpositive off-diagonal entries and its kernel is exactly the uniform shifts

A hardness assigned to pairs of sites need not behave like a distance. Take three sites, numbered 0, 1 and 2, whose electron populations change by $Lx$ when their electronegativities are shifted by $x$, with

$$L=\begin{pmatrix}3/4&-1&1/4\\-1&2&-1\\1/4&-1&3/4\end{pmatrix}.$$

Moving one electron from site 2 to site 0 takes the shifts $x=(2,0,-2)$, a difference of 4 between the two sites. Moving one from 1 to 0, or from 2 to 1, takes a difference of only $3/2$. The difference for the direct transfer exceeds the sum of the other two, so these numbers cannot be read as distances. The culprit is the positive entry $L_{02}=1/4$: raising the electronegativity of site 2 draws electrons to site 0 as well. For a symmetric matrix whose kernel consists of exactly the uniform shifts, as here, this cannot happen if no off-diagonal entry is positive.

## From charge response to distance

Let $L$ be a real symmetric matrix on a finite set of $N$ sites, with $L_{ij}\le 0$ for $i\ne j$, and let $Lx=0$ hold exactly when $x$ is constant. The sign condition says that a site made more electronegative draws electrons from the other sites, or leaves them alone. The kernel condition says that a uniform shift moves no charge and that no group of sites is cut off from the rest.

Write $e_i$ for the vector that is 1 at site $i$ and 0 elsewhere. The transfer hardness is $R_{ij}=x_i-x_j$, where $Lx=e_i-e_j$: one electron has moved from $j$ to $i$, and every other population is unchanged. The claim is that $R$ is well defined and is a metric.

**Charge is conserved.** Constant vectors lie in the kernel, so $\sum_l L_{kl}=0$ for each $k$. By symmetry the columns sum to zero too, hence $\sum_k (Lx)_k=\sum_l x_l\sum_k L_{kl}=0$.

**A solution exists.** Define $(Fx)_k=(Lx)_k+\sum_l x_l$. Summing over $k$ gives $\sum_k(Fx)_k=N\sum_l x_l$. So if the entries of $Fx$ sum to zero, then $\sum_l x_l=0$ and $Fx=Lx$. In particular, $Fx=0$ gives $Lx=0$, so $x$ is a constant $c$ with $Nc=0$, and $x=0$. Thus $F$ is injective and, in finite dimension, surjective. Solve $Fx=e_i-e_j$; the right-hand side sums to zero, so $Lx=e_i-e_j$.

**The choice of solution is immaterial.** Two solutions differ by a kernel vector, which is constant and cancels in $x_i-x_j$.

**The shift peaks where charge arrives.** Suppose $(Lx)_k\le0$ for all $k\ne i$. Let $M$ be the largest shift and $S$ the set of sites where it is attained, and suppose $i\notin S$. For $a\in S$, the zero row sum gives

$$0\ge (Lx)_a=\sum_l L_{al}(x_l-M).$$

The term $l=a$ vanishes, and every other term is a product of two nonpositive numbers. All terms are therefore zero, so $L_{ab}=0$ whenever $a\in S$ and $b\notin S$. Now apply $L$ to the indicator of $S$. At a site in $S$ the result is the full row sum, which is zero; at a site outside $S$ it is zero by symmetry. The indicator is then a kernel vector equal to 1 on $S$ and 0 at $i$, which contradicts the kernel condition. Hence $x_k\le x_i$ for all $k$.

If $Lx=e_i-e_j$, this applies to $x$ at $i$. It also applies to $-x$, which describes the reverse transfer, at $j$. Therefore $x_j\le x_k\le x_i$ for every $k$.

**The metric properties follow.** Taking $k=i$ gives $R_{ij}\ge0$. If $R_{ij}=0$, all shifts are equal, so $e_i-e_j=Lx=0$ and $i=j$; conversely $R_{ii}=0$. Replacing $x$ by $-x$ gives $R_{ji}=R_{ij}$. For the triangle inequality, let $Lx=e_i-e_j$ and $Ly=e_j-e_k$. Then $L(x+y)=e_i-e_k$, and

$$R_{ik}=(x_i-x_k)+(y_i-y_k)\le(x_i-x_j)+(y_j-y_k)=R_{ij}+R_{jk},$$

because $x_k\ge x_j$ and $y_i\le y_j$.

## Two sites, then three

With two sites, the hypotheses force $L=\begin{pmatrix}a&-a\\-a&a\end{pmatrix}$ with $a>0$, and $R_{01}=1/a$: a weak coupling means a hard transfer.

For a chain 0–1–2 with couplings $a=2$ and $b=4$, in electrons per eV, the shifts $x=(0.75,\,0.25,\,0)$ eV give population changes

$$2(0.5)=1,\qquad 2(-0.5)+4(0.25)=0,\qquad 4(-0.25)=-1.$$

So $R_{02}=0.75$ eV per electron. Since $R_{01}=0.5$ and $R_{12}=0.25$ in the same unit, the triangle inequality is an equality here. As $b\to0$ the end-to-end hardness $1/a+1/b$ diverges, and at $b=0$ site 2 is isolated and the kernel condition fails.

## The response matrix in Lean

The sites form an arbitrary finite type `n`, and `L` is a real matrix indexed by it.

```lean
import Mathlib

open Matrix

namespace TransferHardness

variable {n : Type*} [Fintype n] [DecidableEq n] {L : Matrix n n ℝ}
```

The three fields below are the three hypotheses on $L$, and `L *ᵥ x` is the product $Lx$. The field `ker` is an equivalence: uniform shifts move no charge, and no other shifts do so. These properties are assumed of the matrix, not derived from an electronic Hamiltonian. In the code, "charge-response matrix" means a matrix with all three, so the matrix of the opening example is not one.

```lean
/-- A charge-response matrix: site electronegativity shifts `x` change the populations by `L x`.
It is symmetric, has nonpositive off-diagonal entries, and exactly the uniform shifts move
no charge. -/
structure IsChargeResponse (L : Matrix n n ℝ) : Prop where
  symm : ∀ i j, L i j = L j i
  offdiag : ∀ i j, i ≠ j → L i j ≤ 0
  ker : ∀ x : n → ℝ, L *ᵥ x = 0 ↔ ∃ c : ℝ, x = fun _ => c
```

The sign convention counts electrons, so a positive entry of $Lx$ is a gain of population. In `transfer i j` the electron goes from the second site to the first; `Pi.single i 1` is $e_i$.

```lean
/-- The population change when one electron moves from site `j` to site `i`. -/
def transfer (i j : n) : n → ℝ := Pi.single i 1 - Pi.single j 1
```

## Conservation and existence

The row sums come from applying `ker` to the constant vector 1.

```lean
omit [DecidableEq n] in
/-- Each row of a charge-response matrix sums to zero. -/
theorem IsChargeResponse.row_sum (h : IsChargeResponse L) (k : n) : ∑ l, L k l = 0 := by
  have := congrFun ((h.ker (fun _ => 1)).2 ⟨1, rfl⟩) k
  simpa [Matrix.mulVec, dotProduct] using this
```

Exchanging the two sums and using symmetry turns this into conservation of total charge.

```lean
omit [DecidableEq n] in
/-- Charge conservation: for a charge-response matrix, the population changes caused by any shifts
`x` sum to zero. -/
theorem IsChargeResponse.sum_response (h : IsChargeResponse L) (x : n → ℝ) :
    ∑ k, (L *ᵥ x) k = 0 := by
  simp only [Matrix.mulVec, dotProduct]
  rw [Finset.sum_comm]
  apply Finset.sum_eq_zero
  intro l _
  rw [← Finset.sum_mul, Finset.sum_congr rfl (fun k _ => h.symm k l), h.row_sum l, zero_mul]
```

The map `f` is $F$ from the derivation. The step `key` shows that a neutral $Fx$ forces $\sum_l x_l=0$, and `back` then recovers $Lx$ from $Fx$. Both serve twice, once for injectivity and once to convert the solution for $F$ into one for $L$.

```lean
/-- For a charge-response matrix, some shifts move exactly one electron from `j` to `i`. -/
theorem IsChargeResponse.exists_transfer (h : IsChargeResponse L) (i j : n) :
    ∃ x, L *ᵥ x = transfer i j := by
  have hn : Nonempty n := ⟨i⟩
  have hb : ∑ k, transfer i j k = 0 := by
    simp [transfer, Pi.single_apply, Finset.sum_sub_distrib]
  -- adding the all-ones matrix removes the kernel
  obtain ⟨f, hf⟩ : ∃ f : (n → ℝ) →ₗ[ℝ] (n → ℝ), ∀ x k, f x k = (L *ᵥ x) k + ∑ l, x l :=
    ⟨(L + Matrix.of fun _ _ => 1).mulVecLin, fun x k => by
      simp [Matrix.mulVec, dotProduct]⟩
  have key : ∀ x, ∑ k, f x k = 0 → ∑ l, x l = 0 := by
    intro x hx
    simp only [hf, Finset.sum_add_distrib, h.sum_response, zero_add, Finset.sum_const,
      Finset.card_univ, nsmul_eq_mul] at hx
    exact (mul_eq_zero.1 hx).resolve_left (Nat.cast_ne_zero.2 Fintype.card_ne_zero)
  have back : ∀ x c, f x = c → ∑ k, c k = 0 → L *ᵥ x = c := by
    intro x c hx hc
    have s := key x (by rw [hx]; exact hc)
    ext k
    have := hf x k
    rw [hx, s, add_zero] at this
    exact this.symm
  have inj : Function.Injective f := by
    rw [← LinearMap.ker_eq_bot, LinearMap.ker_eq_bot']
    intro x hx
    have s := key x (by simp [hx])
    obtain ⟨c, rfl⟩ := (h.ker x).1 (back x 0 hx (by simp))
    have hc : c = 0 := by simpa using s
    subst hc
    rfl
  obtain ⟨x, hx⟩ := LinearMap.injective_iff_surjective.1 inj (transfer i j)
  exact ⟨x, back x _ hx hb⟩
```

## The maximum principle

Here `m` is a site of largest shift, and the proof assumes that some shift exceeds the one at `i`. The step `cut` shows that $L_{ab}=0$ between $S$ and its complement, and `hS` that the indicator of $S$ lies in the kernel. The last lines compare its values at `m` and `i`, which would have to be equal.

```lean
omit [DecidableEq n] in
/-- Maximum principle for a charge-response matrix: if no site other than `i` gains population, then
the shift is largest at `i`. -/
theorem IsChargeResponse.le_of_no_gain (h : IsChargeResponse L) {x : n → ℝ} {i : n}
    (hx : ∀ k, k ≠ i → (L *ᵥ x) k ≤ 0) (k : n) : x k ≤ x i := by
  obtain ⟨m, -, hm⟩ := Finset.exists_max_image Finset.univ x ⟨i, Finset.mem_univ i⟩
  by_contra hlt
  have him : x i < x m := lt_of_lt_of_le (not_le.1 hlt) (hm k (Finset.mem_univ k))
  -- the sites of maximal shift decouple from all others
  have cut : ∀ a b, x a = x m → x b ≠ x m → L a b = 0 := by
    intro a b ha hb
    have hai : a ≠ i := by
      rintro rfl
      linarith
    have e : (L *ᵥ x) a = ∑ l, L a l * (x l - x m) := by
      simp only [Matrix.mulVec, dotProduct, mul_sub, Finset.sum_sub_distrib,
        ← Finset.sum_mul, h.row_sum, zero_mul, sub_zero]
    have nn : ∀ l ∈ Finset.univ, 0 ≤ L a l * (x l - x m) := by
      intro l hl'
      by_cases hl : a = l
      · subst hl
        simp [ha]
      · nlinarith [mul_nonneg (neg_nonneg.2 (h.offdiag a l hl)) (sub_nonneg.2 (hm l hl'))]
    have le0 := hx a hai
    rw [e] at le0
    have z := (Finset.sum_eq_zero_iff_of_nonneg nn).1
      (le_antisymm le0 (Finset.sum_nonneg nn)) b (Finset.mem_univ b)
    exact (mul_eq_zero.1 z).resolve_right (sub_ne_zero.2 hb)
  -- so their indicator is a non-uniform shift that moves no charge
  have hS : L *ᵥ (fun l => if x l = x m then (1 : ℝ) else 0) = 0 := by
    ext a
    simp only [Matrix.mulVec, dotProduct, Pi.zero_apply]
    by_cases ha : x a = x m
    · refine Eq.trans (Finset.sum_congr rfl fun l _ => ?_) (h.row_sum a)
      by_cases hl : x l = x m
      · simp [hl]
      · simp [hl, cut a l ha hl]
    · refine Finset.sum_eq_zero fun l _ => ?_
      by_cases hl : x l = x m
      · rw [h.symm a l, cut l a hl ha, zero_mul]
      · simp [hl]
  obtain ⟨c, hc⟩ := (h.ker _).1 hS
  have h1 : (if x m = x m then (1 : ℝ) else 0) = c := congrFun hc m
  have h2 : (if x i = x m then (1 : ℝ) else 0) = c := congrFun hc i
  rw [if_pos rfl] at h1
  rw [if_neg him.ne] at h2
  linarith
```

The two-sided bound uses the principle for $x$ and, with the sites exchanged, for $-x$.

```lean
/-- For a charge-response matrix, shifts that move one electron from `j` to `i` are lowest at `j`
and highest at `i`. -/
theorem IsChargeResponse.shift_between (h : IsChargeResponse L) {i j : n} {x : n → ℝ}
    (hx : L *ᵥ x = transfer i j) (k : n) : x j ≤ x k ∧ x k ≤ x i := by
  have up : ∀ (i j : n) (x : n → ℝ), L *ᵥ x = transfer i j → x k ≤ x i := by
    intro i j x hx
    refine h.le_of_no_gain (fun l hl => ?_) k
    rw [hx]
    simp only [transfer, Pi.sub_apply, Pi.single_apply, if_neg hl]
    split_ifs <;> norm_num
  have low := up j i (-x) (by rw [Matrix.mulVec_neg, hx]; simp [transfer])
  exact ⟨neg_le_neg_iff.1 low, up i j x hx⟩
```

## Hardness and its metric properties

The definition picks one solution from the existence theorem. In chemistry, "hardness" often means a second derivative of the energy with respect to electron number, sometimes with a factor $1/2$; here it is the shift difference for one transferred electron, without that factor.

```lean
/-- The transfer hardness `R i j`: the difference `x i - x j` for shifts `x` that move one
electron from `j` to `i`. -/
noncomputable def IsChargeResponse.hardness (h : IsChargeResponse L) (i j : n) : ℝ :=
  (h.exists_transfer i j).choose i - (h.exists_transfer i j).choose j
```

The next theorem frees the value from that choice: any solution gives the same number. Later proofs use it to work with whichever solution is convenient.

```lean
/-- The transfer hardness is well defined: all shifts `x` that move one electron from `j`
to `i` give the same difference `x i - x j`. -/
theorem IsChargeResponse.hardness_eq (h : IsChargeResponse L) {i j : n} {x : n → ℝ}
    (hx : L *ᵥ x = transfer i j) : h.hardness i j = x i - x j := by
  have hy := (h.exists_transfer i j).choose_spec
  unfold IsChargeResponse.hardness
  generalize (h.exists_transfer i j).choose = y at hy ⊢
  obtain ⟨c, hc⟩ := (h.ker (x - y)).1 (by rw [Matrix.mulVec_sub, hx, hy, sub_self])
  have hi : x i - y i = c := congrFun hc i
  have hj : x j - y j = c := congrFun hc j
  linarith
```

Under the three hypotheses on $L$, which `h` supplies, the main theorem states the four metric properties as a conjunction, for all sites, including coinciding ones. Its last part superposes `x` and `y` as in the derivation and closes with the two bounds $x_j\le x_k$ and $y_i\le y_j$.

```lean
/-- Transfer hardness is a metric on the sites: it is nonnegative, vanishes only between a site
and itself, is symmetric, and obeys the triangle inequality. -/
theorem IsChargeResponse.hardness_metric (h : IsChargeResponse L) :
    (∀ i j, 0 ≤ h.hardness i j) ∧ (∀ i j, h.hardness i j = 0 ↔ i = j) ∧
    (∀ i j, h.hardness i j = h.hardness j i) ∧
    (∀ i j k, h.hardness i k ≤ h.hardness i j + h.hardness j k) := by
  refine ⟨fun i j => ?_, fun i j => ⟨fun h0 => ?_, ?_⟩, fun i j => ?_, fun i j k => ?_⟩
  · obtain ⟨x, hx⟩ := h.exists_transfer i j
    rw [h.hardness_eq hx]
    exact sub_nonneg.2 (h.shift_between hx i).1
  · -- zero hardness forces uniform shifts, which move no charge
    obtain ⟨x, hx⟩ := h.exists_transfer i j
    rw [h.hardness_eq hx] at h0
    have hL : L *ᵥ x = 0 := (h.ker x).2 ⟨x i, by
      ext k
      have := h.shift_between hx k
      linarith [this.1, this.2]⟩
    by_contra hij
    have := congrFun (hx.symm.trans hL) i
    simp [transfer, hij] at this
  · rintro rfl
    simp [IsChargeResponse.hardness]
  · obtain ⟨x, hx⟩ := h.exists_transfer i j
    have hx' : L *ᵥ (-x) = transfer j i := by
      rw [Matrix.mulVec_neg, hx]
      simp [transfer]
    rw [h.hardness_eq hx, h.hardness_eq hx', Pi.neg_apply, Pi.neg_apply]
    ring
  · -- superpose the two transfers
    obtain ⟨x, hx⟩ := h.exists_transfer i j
    obtain ⟨y, hy⟩ := h.exists_transfer j k
    have hxy : L *ᵥ (x + y) = transfer i k := by
      rw [Matrix.mulVec_add, hx, hy]
      simp [transfer]
    rw [h.hardness_eq hx, h.hardness_eq hy, h.hardness_eq hxy, Pi.add_apply, Pi.add_apply]
    linarith [(h.shift_between hx k).1, (h.shift_between hy i).2]
```

Charge-equilibration models and linear-response calculations of Hubbard parameters also work with matrices that relate site populations to site shifts. If the shifts are potential energies added for the electrons, raising one repels electrons, and the matrix must change sign before it is compared with $L$. Even with the right sign it need not satisfy the three hypotheses: off-diagonal entries can be positive, and the populations of selected localized orbitals need not conserve charge. The hypotheses must be checked before the theorem is applied, and the theorem does not give the Hubbard parameter itself. Linearity must be checked as well: a real response may change before a whole electron has moved, in which case $R_{ij}$ describes the shift difference per electron for small transfers.

## The chain with arbitrary positive couplings

The matrix `chain a b` is that of the numerical example with general couplings.

```lean
/-- The response matrix of a three-site chain with neighbour couplings `a` and `b`. -/
def chain (a b : ℝ) : Matrix (Fin 3) (Fin 3) ℝ := !![a, -a, 0; -a, a + b, -b; 0, -b, b]
```

Written out, its action is a flow between neighbours proportional to their shift difference.

```lean
/-- In the chain, charge flows between neighbours in proportion to their shift difference. -/
theorem chain_mulVec (a b : ℝ) (x : Fin 3 → ℝ) : chain a b *ᵥ x =
    ![a * (x 0 - x 1), a * (x 1 - x 0) + b * (x 1 - x 2), b * (x 2 - x 1)] := by
  ext k
  fin_cases k <;> simp [chain, Matrix.mulVec, dotProduct, Fin.sum_univ_three] <;> ring
```

For positive `a` and `b` the chain satisfies all three hypotheses. In the kernel condition, the first and last components force $x_0=x_1$ and $x_2=x_1$.

```lean
/-- The three-site chain with positive couplings has a charge-response matrix. -/
theorem chain_witness {a b : ℝ} (ha : 0 < a) (hb : 0 < b) : IsChargeResponse (chain a b) where
  symm i j := by fin_cases i <;> fin_cases j <;> simp [chain]
  offdiag i j hij := by
    fin_cases i <;> fin_cases j <;> simp [chain] at hij ⊢ <;> linarith
  ker x := by
    rw [chain_mulVec]
    constructor
    · intro hx
      have h0 : a * (x 0 - x 1) = 0 := congrFun hx 0
      have h2 : b * (x 2 - x 1) = 0 := congrFun hx 2
      have e0 := sub_eq_zero.1 ((mul_eq_zero.1 h0).resolve_left ha.ne')
      have e2 := sub_eq_zero.1 ((mul_eq_zero.1 h2).resolve_left hb.ne')
      refine ⟨x 1, ?_⟩
      ext k
      fin_cases k
      · exact e0
      · rfl
      · exact e2
    · rintro ⟨c, rfl⟩
      ext k
      fin_cases k <;> simp
```

The end-to-end hardness follows by exhibiting the shifts $(1/a+1/b,\,1/b,\,0)$ and applying `hardness_eq`. The inverse couplings add like resistances in series.

```lean
/-- For positive couplings, the end-to-end hardness of the chain is the sum of the inverse
couplings. -/
theorem chain_hardness {a b : ℝ} (ha : 0 < a) (hb : 0 < b) :
    (chain_witness ha hb).hardness 0 2 = 1 / a + 1 / b := by
  have hx : chain a b *ᵥ ![1 / a + 1 / b, 1 / b, 0] = transfer 0 2 := by
    rw [chain_mulVec]
    ext k
    fin_cases k <;> simp [transfer, ha.ne', hb.ne']
  rw [(chain_witness ha hb).hardness_eq hx]
  simp

end TransferHardness
```

```lean
#print axioms TransferHardness.IsChargeResponse.hardness_metric
#print axioms TransferHardness.chain_hardness
```

```
'TransferHardness.IsChargeResponse.hardness_metric' depends on axioms: [propext, Classical.choice, Quot.sound]
'TransferHardness.chain_hardness' depends on axioms: [propext, Classical.choice, Quot.sound]
```
